# Anticommuting matrices that square to the identity exist exactly in even finite dimension

## Definitions and the spin one-half example

Let $A$ and $B$ be complex $N\times N$ matrices, with $1$ the identity matrix. Call them a Pauli pair if

$$A^2=1,\qquad B^2=1,\qquad AB=-BA .$$

The model is spin one-half, with spin components measured in units of $\hbar/2$:

$$\sigma_x=\begin{pmatrix}0&1\\1&0\end{pmatrix},\qquad \sigma_z=\begin{pmatrix}1&0\\0&-1\end{pmatrix}.$$

Here $\sigma_x\sigma_z=-i\sigma_y$, so the product $AB$ plays the part of the third Pauli matrix up to a phase.

The physical question is which quantum systems can carry two such quantities, each with possible values $\pm1$. Can a three-level system do so, for instance? It cannot: the dimension must be even, and every even dimension is possible. For a qubit encoded in a finite-dimensional code space, this means that logical operators $X$ and $Z$ obeying the three relations on that space require it to have even dimension.

## What is stated, and for which matrices

In Lean, `n` is the finite type that labels the basis states, not a number. The dimension $N$ is `Fintype.card n`, and an operator is a `Matrix n n ℂ`. The predicate `PauliPair A B` contains the three relations and nothing else.

- `PauliPair.traceless_and_even`: for a Pauli pair, $\operatorname{tr}A=\operatorname{tr}B=\operatorname{tr}(AB)=0$ and $N$ is even.
- `exists_pauliPair_iff_even`: a Pauli pair exists in dimension $N$ if and only if $N$ is even.
- `PauliPair.upProjector_half`: the matrix $P=(1+A)/2$, called `upProjector A`, satisfies $P^2=P$ and $\operatorname{tr}P=N/2$.
- `PauliPair.independent`: if $N\neq0$, then $1$, $A$, $B$ and $AB$ are linearly independent over the complex numbers.

Hermiticity is not assumed. What is proved about a given pair therefore applies to Hermitian observables, but also to other matrices, for which $P$ may be an oblique projector rather than an orthogonal one. The existence half of `exists_pauliPair_iff_even` does not state that the pair is Hermitian; the pair built in its proof is, because its diagonal blocks are copies of the Hermitian matrices $\sigma_x$ and $\sigma_z$.

The step left to the user is to show that the operators of a real system map a finite-dimensional state space to itself and obey the relations exactly there. Infinite-dimensional spaces, where the trace and determinant arguments are not available in this form, are excluded.

## Traces and determinants

Insert $B^2=1$, anticommute once, and use cyclicity of the trace:

$$\operatorname{tr}A=\operatorname{tr}(ABB)=-\operatorname{tr}(BAB)=-\operatorname{tr}(BBA)=-\operatorname{tr}A .$$

Hence $\operatorname{tr}A=0$. Exchanging $A$ and $B$ gives $\operatorname{tr}B=0$. For the product, anticommutation and cyclicity suffice:

$$\operatorname{tr}(AB)=-\operatorname{tr}(BA)=-\operatorname{tr}(AB),$$

so this trace vanishes too.

For the dimension, take determinants of $AB=-BA$. Each of the $N$ rows contributes a sign:

$$\det A\,\det B=(-1)^N\det B\,\det A .$$

From $A^2=1$ follows $(\det A)^2=1$, so $\det A\neq0$, and likewise $\det B\neq0$. Dividing by the product leaves $(-1)^N=1$, so $N$ is even.

Conversely, let $N=2k$. Put $k$ copies of $\sigma_x$ along the diagonal of one matrix and $k$ copies of $\sigma_z$ along the diagonal of another. Block-diagonal matrices multiply block by block, so the three relations hold.

## Half the trace, and four independent matrices

With $A^2=1$,

$$P^2=\tfrac14(1+2A+A^2)=\tfrac12(1+A)=P,\qquad \operatorname{tr}P=\tfrac12(N+0)=\tfrac N2 .$$

Since the trace of an idempotent is its rank, the value $A=+1$ has multiplicity $N/2$.

Now suppose $a\,1+bA+cB+d\,AB=0$ with complex $a,b,c,d$. The trace gives $Na=0$, so $a=0$ when $N\neq0$. Multiplication moves the other coefficients in front of the identity:

- by $A$ on the left: $b\,1+aA+dB+c\,AB=0$;
- by $B$ on the right: $c\,1+dA+aB+b\,AB=0$;
- by both: $d\,1+cA+bB+a\,AB=0$.

Taking the trace of each gives $b=c=d=0$.

## Dimensions zero, one and two

In dimension one, $A$ and $B$ are numbers and commute. Anticommutation then forces $AB=0$, which contradicts $A^2=B^2=1$. In dimension two, the four independent matrices $1,A,B,AB$ span all $2\times2$ matrices, as the Pauli matrices with the identity do.

Dimension zero is even, and the empty matrix paired with itself satisfies the relations. There $1=0$, so linear independence fails; this is why `PauliPair.independent` carries the hypothesis `[Nonempty n]`.

## The complete Lean source

```lean
import Mathlib

open Matrix

namespace PauliParity

noncomputable section

variable {m n : Type*} [Fintype m] [DecidableEq m] [Fintype n] [DecidableEq n]

/-- Two complex matrices form a Pauli pair if each squares to the identity and
they anticommute. -/
structure PauliPair (A B : Matrix n n ℂ) : Prop where
  sq_left : A * A = 1
  sq_right : B * B = 1
  anti : A * B = -(B * A)

/-- The Pauli matrix `σx`. -/
def σx : Matrix (Fin 2) (Fin 2) ℂ := !![0, 1; 1, 0]

/-- The Pauli matrix `σz`. -/
def σz : Matrix (Fin 2) (Fin 2) ℂ := !![1, 0; 0, -1]

/-- The matrix `(1 + A) / 2`, which for `A² = 1` projects onto the states with `A = +1`. -/
def upProjector (A : Matrix n n ℂ) : Matrix n n ℂ := (1 / 2 : ℂ) • (1 + A)

/-- The Pauli matrices `σx` and `σz` form a Pauli pair. -/
theorem pauliPair_witness : PauliPair σx σz := by
  constructor <;> ext i j <;> fin_cases i <;> fin_cases j <;>
    simp [σx, σz, Matrix.mul_apply, Fin.sum_univ_two]

/-- A matrix that anticommutes with a matrix of square one is traceless. -/
theorem trace_eq_zero_of_anticommute {A B : Matrix n n ℂ}
    (hB : B * B = 1) (hAB : A * B = -(B * A)) : A.trace = 0 := by
  -- insert `B² = 1`, move one `B` through `A`, and close the cycle
  have h : A.trace = -A.trace := by
    calc A.trace = (A * B * B).trace := by rw [mul_assoc, hB, mul_one]
      _ = -(B * A * B).trace := by rw [hAB, neg_mul, Matrix.trace_neg]
      _ = -A.trace := by
        rw [Matrix.trace_mul_comm (B * A) B, ← mul_assoc, hB, one_mul]
  linear_combination (1 / 2 : ℂ) * h

omit [DecidableEq n] in
/-- The product of two anticommuting matrices is traceless. -/
theorem trace_mul_eq_zero_of_anticommute {A B : Matrix n n ℂ}
    (hAB : A * B = -(B * A)) : (A * B).trace = 0 := by
  have h : (A * B).trace = -(A * B).trace := by
    calc (A * B).trace = -(B * A).trace := by rw [hAB, Matrix.trace_neg]
      _ = -(A * B).trace := by rw [Matrix.trace_mul_comm B A]
  linear_combination (1 / 2 : ℂ) * h

/-- Two anticommuting matrices with nonzero determinants exist only in even dimension. -/
theorem even_card_of_anticommute {A B : Matrix n n ℂ} (hA : A.det ≠ 0) (hB : B.det ≠ 0)
    (hAB : A * B = -(B * A)) : Even (Fintype.card n) := by
  rcases Nat.even_or_odd (Fintype.card n) with he | ho
  · exact he
  · -- in odd dimension the sign survives in the determinant
    have h := congrArg Matrix.det hAB
    rw [Matrix.det_neg, Matrix.det_mul, Matrix.det_mul, ho.neg_one_pow] at h
    have h0 : A.det * B.det = 0 := by linear_combination (1 / 2 : ℂ) * h
    exact absurd h0 (mul_ne_zero hA hB)

/-- A matrix of square one has nonzero determinant. -/
theorem det_ne_zero_of_sq {A : Matrix n n ℂ} (hA : A * A = 1) : A.det ≠ 0 := by
  intro h0
  have h := congrArg Matrix.det hA
  rw [Matrix.det_mul, h0, Matrix.det_one] at h
  simp at h

/-- For a Pauli pair, `A`, `B` and `AB` are all traceless and the dimension is even. -/
theorem PauliPair.traceless_and_even {A B : Matrix n n ℂ} (h : PauliPair A B) :
    A.trace = 0 ∧ B.trace = 0 ∧ (A * B).trace = 0 ∧ Even (Fintype.card n) := by
  have hBA : B * A = -(A * B) := by rw [h.anti, neg_neg]
  exact ⟨trace_eq_zero_of_anticommute h.sq_right h.anti,
    trace_eq_zero_of_anticommute h.sq_left hBA,
    trace_mul_eq_zero_of_anticommute h.anti,
    even_card_of_anticommute (det_ne_zero_of_sq h.sq_left)
      (det_ne_zero_of_sq h.sq_right) h.anti⟩

/-- A ring homomorphism between matrix algebras carries Pauli pairs to Pauli pairs. -/
theorem PauliPair.map {A B : Matrix m m ℂ} (h : PauliPair A B)
    (f : Matrix m m ℂ →+* Matrix n n ℂ) : PauliPair (f A) (f B) where
  sq_left := by rw [← map_mul, h.sq_left, map_one]
  sq_right := by rw [← map_mul, h.sq_right, map_one]
  anti := by rw [← map_mul, h.anti, map_neg, map_mul]

/-- A Pauli pair exists in a given finite dimension exactly when that dimension is even. -/
theorem exists_pauliPair_iff_even :
    (∃ A B : Matrix n n ℂ, PauliPair A B) ↔ Even (Fintype.card n) := by
  constructor
  · rintro ⟨A, B, h⟩
    exact h.traceless_and_even.2.2.2
  · rintro ⟨k, hk⟩
    -- place `k` copies of the spin one-half matrices along the diagonal
    have hcard : Fintype.card (Fin 2 × Fin k) = Fintype.card n := by
      rw [Fintype.card_prod, Fintype.card_fin, Fintype.card_fin, hk]
      ring
    let e : Fin 2 × Fin k ≃ n := Fintype.equivOfCardEq hcard
    let relabel : Matrix (Fin 2 × Fin k) (Fin 2 × Fin k) ℂ →+* Matrix n n ℂ :=
      RingHomClass.toRingHom (Matrix.reindexAlgEquiv ℂ ℂ e)
    let copies : Matrix (Fin 2) (Fin 2) ℂ →+*
        Matrix (Fin 2 × Fin k) (Fin 2 × Fin k) ℂ :=
      (Matrix.blockDiagonalRingHom (Fin 2) (Fin k) ℂ).comp
        (Pi.constRingHom (Fin k) (Matrix (Fin 2) (Fin 2) ℂ))
    exact ⟨_, _, pauliPair_witness.map (relabel.comp copies)⟩

/-- For a Pauli pair, `(1 + A) / 2` is idempotent and its trace is half the dimension. -/
theorem PauliPair.upProjector_half {A B : Matrix n n ℂ} (h : PauliPair A B) :
    upProjector A * upProjector A = upProjector A ∧
      (upProjector A).trace = (Fintype.card n : ℂ) / 2 := by
  constructor
  · simp only [upProjector, smul_mul_assoc, mul_smul_comm, add_mul, mul_add,
      one_mul, mul_one, h.sq_left]
    module
  · rw [upProjector, Matrix.trace_smul, Matrix.trace_add, Matrix.trace_one,
      h.traceless_and_even.1, smul_eq_mul]
    ring

/-- In nonzero dimension, the matrices `1`, `A`, `B` and `AB` built from a Pauli pair
are linearly independent. -/
theorem PauliPair.independent [Nonempty n] {A B : Matrix n n ℂ} (h : PauliPair A B)
    {a b c d : ℂ} (h0 : a • (1 : Matrix n n ℂ) + b • A + c • B + d • (A * B) = 0) :
    a = 0 ∧ b = 0 ∧ c = 0 ∧ d = 0 := by
  obtain ⟨tA, tB, tAB, -⟩ := h.traceless_and_even
  have hn : (Fintype.card n : ℂ) ≠ 0 := Nat.cast_ne_zero.mpr Fintype.card_ne_zero
  -- the trace reads off the coefficient of the identity
  have key : ∀ p q r s : ℂ,
      p • (1 : Matrix n n ℂ) + q • A + r • B + s • (A * B) = 0 → p = 0 := by
    intro p q r s hp
    have ht := congrArg Matrix.trace hp
    simp only [Matrix.trace_add, Matrix.trace_smul, Matrix.trace_one, tA, tB, tAB,
      Matrix.trace_zero, smul_eq_mul, mul_zero, add_zero] at ht
    exact (mul_eq_zero.mp ht).resolve_right hn
  -- multiplication by `B` on the right permutes the coefficients
  have right : ∀ p q r s : ℂ,
      p • (1 : Matrix n n ℂ) + q • A + r • B + s • (A * B) = 0 →
      r • (1 : Matrix n n ℂ) + s • A + p • B + q • (A * B) = 0 := by
    intro p q r s hp
    have hm := congrArg (fun M => M * B) hp
    simp only [add_mul, smul_mul_assoc, one_mul, mul_assoc, h.sq_right, mul_one,
      zero_mul] at hm
    rw [← hm]
    abel
  -- so does multiplication by `A` on the left
  have left : b • (1 : Matrix n n ℂ) + a • A + d • B + c • (A * B) = 0 := by
    have hm := congrArg (fun M => A * M) h0
    simp only [mul_add, mul_smul_comm, mul_one, ← mul_assoc, h.sq_left, one_mul,
      mul_zero] at hm
    rw [← hm]
    abel
  exact ⟨key _ _ _ _ h0, key _ _ _ _ left, key _ _ _ _ (right _ _ _ _ h0),
    key _ _ _ _ (right _ _ _ _ left)⟩

end

end PauliParity
```

```lean
#print axioms PauliParity.exists_pauliPair_iff_even
-- 'PauliParity.exists_pauliPair_iff_even' depends on axioms: [propext, Classical.choice, Quot.sound]
#print axioms PauliParity.PauliPair.upProjector_half
-- 'PauliParity.PauliPair.upProjector_half' depends on axioms: [propext, Classical.choice, Quot.sound]
#print axioms PauliParity.PauliPair.independent
-- 'PauliParity.PauliPair.independent' depends on axioms: [propext, Classical.choice, Quot.sound]
```

## From the calculation to the Lean proof

`trace_eq_zero_of_anticommute` is the first trace calculation, written as a `calc` chain; `Matrix.trace_mul_comm` supplies cyclicity. It needs only $B^2=1$ and anticommutation. `trace_mul_eq_zero_of_anticommute` treats the product. In both, `linear_combination` turns $t=-t$ into $t=0$.

`even_card_of_anticommute` splits into even and odd dimension. In the odd case the determinant identity gives $\det A\det B=0$, against the assumption that both factors are nonzero. `det_ne_zero_of_sq` provides that assumption for a Pauli pair, and `PauliPair.traceless_and_even` assembles the results.

For existence, `pauliPair_witness` checks $\sigma_x$ and $\sigma_z$ entry by entry. `PauliPair.map` says that a ring homomorphism between matrix algebras preserves the three relations. The proof of `exists_pauliPair_iff_even` applies it to a composite of two maps: `copies` repeats a $2\times2$ matrix along the diagonal, and `relabel` renames the basis states by the elements of `n`.

In `PauliPair.independent`, `key` is the trace step. The facts `left` and `right` are multiplication by $A$ and by $B$; applying `right` to `left` isolates $d$. Anticommutation enters this proof only through the vanishing traces.
